# Averaged over all sign vectors z, −β⁻¹ log(zᵀe^(−βH)z) is at least the free energy for real symmetric H and β > 0

Suppose a code estimates the partition function \(\operatorname{tr} e^{-\beta H}\) of a real symmetric \(H\) at \(\beta>0\) with random sign vectors, converts each sample to a free energy, and then averages. Unless the Boltzmann operator is diagonal, the result converges to a value that is too high. More samples shrink the error bar but leave the offset.

## The sign of the offset, and when it vanishes

Let \(A\) be a real symmetric positive definite matrix on a basis of \(N\ge 1\) states, and let \(\langle\cdot\rangle\) be the uniform average over all \(2^N\) vectors \(z\) with entries \(\pm1\). Then

\[
\langle \log(z^TAz)\rangle \le \log \operatorname{tr}A ,
\]

with equality exactly when \(A\) is diagonal. For \(A=e^{-\beta H}\), with \(H\) real symmetric and \(\beta>0\), the averaged single-vector free energy is therefore at least \(F=-\beta^{-1}\log\operatorname{tr}e^{-\beta H}\).

## Averaging before or after the logarithm

The order matters in finite-temperature simulations of finite systems with a real Hamiltonian, such as small spin clusters. Averaging \(z^TAz\) first and taking one logarithm at the end removes the offset in the limit of many independent samples.

## From uncorrelated signs to the bias

**The mean.** Expand \(z^TAz=\sum_{ij}A_{ij}z_iz_j\). Here \(z_i^2=1\), and for \(i\ne j\) flipping \(z_i\) pairs each product with its negative. Hence \(\langle z_iz_j\rangle=\delta_{ij}\) and \(\langle z^TAz\rangle=\operatorname{tr}A=:t\). `sign_correlation` does the flip by reindexing the sum with the bijection `e`.

**The logarithm.** Since \(z\ne0\), every \(z^TAz\) is positive, and so is \(t\). From \(\log x\le x-1\) at \(x=z^TAz/t\),

\[
\log(z^TAz)\le \log t+\frac{z^TAz}{t}-1 .
\]

On averaging, the last two terms cancel, which gives the bound. Equality of the means forces equality for each \(z\), and \(\log x=x-1\) only at \(x=1\), so every \(z^TAz=t\). `mean_log_le_log_mean` proves this for any finite list of positive numbers; `Finset.sum_eq_sum_iff_of_le` passes from equal sums to equal terms.

**Diagonality.** If \(A\) is diagonal, \(z^TAz=\sum_iA_{ii}z_i^2=t\). Conversely, let \(q(z)=z^TAz\), let \(u\) be the vector of ones and \(e_i\) the \(i\)th basis vector. For \(i\ne j\), symmetry gives

\[
q(u)-q(u-2e_i)-q(u-2e_j)+q(u-2e_i-2e_j)=8A_{ij}.
\]

If all four values equal \(t\), then \(A_{ij}=0\). In `exact_iff_isDiag` they are `e0` to `e3`, combined by `linarith`. `mean_log_le_log_trace` joins the three steps.

**The Boltzmann operator.** Put \(C=-\beta H/2\). Then \(e^{-\beta H}=e^Ce^C\) with \(e^C\) symmetric and invertible, so \(x^Te^{-\beta H}x=\|e^Cx\|^2>0\) for \(x\ne0\). This is `boltzmann_posDef`. Multiplying the bound by \(-1/\beta<0\) reverses it, giving `freeEnergy_le_mean`.

**Two levels.** Let \(A\) have diagonal \(a,c\) and coupling \(b\), with \(2|b|<a+c\). Two of the four sign vectors give \(a+c+2b\) and two give \(a+c-2b\), so

\[
\log\operatorname{tr}A-\langle\log(z^TAz)\rangle
=\log(a+c)-\tfrac12\log\!\big[(a+c)^2-4b^2\big]
=-\tfrac12\log\!\Big[1-\Big(\tfrac{2b}{a+c}\Big)^2\Big].
\]

`two_level_bias` enumerates these vectors. The entries belong to \(A\), not \(H\); for a Boltzmann operator, dividing by \(\beta\) gives the free-energy offset.

In Lean 4 with Mathlib:

```lean
import Mathlib

open Matrix

namespace StochasticTraceFreeEnergy

noncomputable section

variable {n : Type*} [Fintype n] [DecidableEq n]

/-- The vector of signs `1` and `-1` encoded by a string of bits. -/
def signVec (s : n → Bool) : n → ℝ := fun i => if s i then 1 else -1

/-- The uniform average of a function over all sign vectors. -/
def signMean (f : (n → ℝ) → ℝ) : ℝ :=
  (∑ s : n → Bool, f (signVec s)) / (Fintype.card (n → Bool) : ℝ)

/-- The Boltzmann operator `exp (-β H)` of a real Hamiltonian matrix. -/
def boltzmann (β : ℝ) (H : Matrix n n ℝ) : Matrix n n ℝ := NormedSpace.exp (-β • H)

/-- The free energy `-(1/β) log tr exp (-β H)`, for `β ≠ 0`. -/
def freeEnergy (β : ℝ) (H : Matrix n n ℝ) : ℝ :=
  -(1 / β) * Real.log (boltzmann β H).trace

omit [Fintype n] [DecidableEq n] in
/-- Every component of a sign vector squares to one. -/
theorem signVec_mul_self (s : n → Bool) (i : n) : signVec s i * signVec s i = 1 := by
  simp only [signVec]
  split_ifs <;> norm_num

/-- Two components of a random sign vector have mean product one if they coincide and
zero otherwise. -/
theorem sign_correlation (i j : n) :
    signMean (fun z => z i * z j) = if i = j then 1 else 0 := by
  by_cases hij : i = j
  · subst hij
    simp [signMean, signVec_mul_self]
  · -- flipping the sign at `i` reverses the sum
    let e : (n → Bool) ≃ (n → Bool) :=
      { toFun := fun s => Function.update s i (!s i)
        invFun := fun s => Function.update s i (!s i)
        left_inv := fun s => by simp
        right_inv := fun s => by simp }
    have h := e.sum_comp (fun s => signVec s i * signVec s j)
    have h2 : ∀ s, signVec (e s) i * signVec (e s) j = -(signVec s i * signVec s j) := by
      intro s
      have hi : e s i = !s i := by simp [e]
      have hj : e s j = s j := by simp [e, Ne.symm hij]
      simp only [signVec, hi, hj]
      cases s i <;> cases s j <;> norm_num
    simp only [h2, Finset.sum_neg_distrib] at h
    have h0 : ∑ s : n → Bool, signVec s i * signVec s j = 0 := by linarith
    simp only [signMean, h0, zero_div, if_neg hij]

/-- Jensen's inequality for the logarithm: the mean logarithm of finitely many positive numbers
is at most the logarithm of their mean, with equality exactly when all equal the mean. -/
theorem mean_log_le_log_mean {ι : Type*} [Fintype ι] [Nonempty ι] (x : ι → ℝ)
    (hx : ∀ i, 0 < x i) :
    (∑ i, Real.log (x i)) / (Fintype.card ι : ℝ)
        ≤ Real.log ((∑ i, x i) / (Fintype.card ι : ℝ)) ∧
      ((∑ i, Real.log (x i)) / (Fintype.card ι : ℝ)
          = Real.log ((∑ i, x i) / (Fintype.card ι : ℝ)) ↔
        ∀ i, x i = (∑ j, x j) / (Fintype.card ι : ℝ)) := by
  have hN : (0 : ℝ) < (Fintype.card ι : ℝ) := by exact_mod_cast Fintype.card_pos
  obtain ⟨t, ht⟩ : ∃ t, t = (∑ i, x i) / (Fintype.card ι : ℝ) := ⟨_, rfl⟩
  rw [← ht]
  have htpos : 0 < t := by
    rw [ht]
    exact div_pos (Finset.sum_pos (fun i _ => hx i) Finset.univ_nonempty) hN
  -- the tangent to the logarithm at the mean lies above it
  have hle : ∀ i, Real.log (x i) ≤ Real.log t + (x i / t - 1) := by
    intro i
    have h := Real.log_le_sub_one_of_pos (div_pos (hx i) htpos)
    rw [Real.log_div (hx i).ne' htpos.ne'] at h
    linarith
  have hS : ∑ i, x i = (Fintype.card ι : ℝ) * t := by
    rw [mul_comm]
    exact ((eq_div_iff hN.ne').1 ht).symm
  have hsum : ∑ i, (Real.log t + (x i / t - 1)) = (Fintype.card ι : ℝ) * Real.log t := by
    rw [Finset.sum_add_distrib, Finset.sum_sub_distrib, ← Finset.sum_div, hS,
      mul_div_cancel_right₀ _ htpos.ne']
    simp
  refine ⟨?_, ?_, ?_⟩
  · rw [div_le_iff₀ hN, mul_comm, ← hsum]
    exact Finset.sum_le_sum (fun i _ => hle i)
  · intro h i
    have h' : ∑ i, Real.log (x i) = ∑ i, (Real.log t + (x i / t - 1)) := by
      rw [hsum, (div_eq_iff hN.ne').1 h, mul_comm]
    have hi := (Finset.sum_eq_sum_iff_of_le (fun i _ => hle i)).1 h' i (Finset.mem_univ i)
    by_contra hne
    have hlt := Real.log_lt_sub_one_of_pos (div_pos (hx i) htpos)
      (fun h1 => hne ((div_eq_one_iff_eq htpos.ne').1 h1))
    rw [Real.log_div (hx i).ne' htpos.ne'] at hlt
    linarith
  · intro h
    simp only [h]
    rw [Finset.sum_const, Finset.card_univ, nsmul_eq_mul, mul_div_cancel_left₀ _ hN.ne']

/-- For a real symmetric matrix, every sign vector returns the exact trace if and only if the
matrix is diagonal. -/
theorem exact_iff_isDiag (A : Matrix n n ℝ) (hA : A.IsSymm) :
    (∀ s : n → Bool, signVec s ⬝ᵥ A *ᵥ signVec s = A.trace) ↔ A.IsDiag := by
  constructor
  · intro h i j hij
    have h1 : ∀ a : n, signVec (fun k => decide (k ≠ a)) = (fun _ => 1) - Pi.single a 2 := by
      intro a
      ext k
      by_cases hk : k = a <;> simp [signVec, hk]
      norm_num
    have h0 : signVec (fun _ : n => true) = fun _ => 1 := by
      ext k
      simp [signVec]
    have h2 : signVec (fun k => decide (k ≠ i ∧ k ≠ j))
        = (fun _ => 1) - Pi.single i 2 - Pi.single j 2 := by
      ext k
      by_cases hi : k = i
      · subst hi
        simp [signVec, hij]
        norm_num
      · by_cases hj : k = j <;> simp [signVec, hi, hj, hij.symm]
        norm_num
    have hb : ∀ a b : n, Pi.single a (2 : ℝ) ⬝ᵥ A *ᵥ Pi.single b 2 = 4 * A a b := by
      intro a b
      simp only [Matrix.mulVec, dotProduct, Pi.single_apply, mul_ite, ite_mul, mul_zero,
        zero_mul, Finset.sum_ite_eq', Finset.mem_univ, if_true]
      ring
    -- the second difference under two sign flips isolates the off-diagonal element
    have e0 := h (fun _ => true)
    have e1 := h (fun k => decide (k ≠ i))
    have e2 := h (fun k => decide (k ≠ j))
    have e3 := h (fun k => decide (k ≠ i ∧ k ≠ j))
    rw [h0] at e0
    rw [h1] at e1 e2
    rw [h2] at e3
    simp only [Matrix.mulVec_sub, dotProduct_sub, sub_dotProduct] at e1 e2 e3
    have hs := hA.apply i j
    have b1 := hb i j
    have b2 := hb j i
    linarith
  · intro hd s
    simp only [dotProduct, Matrix.mulVec, Matrix.trace, Matrix.diag_apply]
    refine Finset.sum_congr rfl fun i _ => ?_
    have hrow : ∑ j, A i j * signVec s j = A i i * signVec s i := by
      refine Finset.sum_eq_single i (fun j _ hji => ?_) (by simp)
      have h0 : A i j = 0 := hd hji.symm
      rw [h0, zero_mul]
    rw [hrow]
    linear_combination A i i * signVec_mul_self s i

/-- For a real symmetric positive definite matrix `A`, the mean of `log (zᵀ A z)` over all sign
vectors is at most `log (tr A)`, with equality exactly when `A` is diagonal. -/
theorem mean_log_le_log_trace [Nonempty n] (A : Matrix n n ℝ) (hA : A.PosDef) :
    signMean (fun z => Real.log (z ⬝ᵥ A *ᵥ z)) ≤ Real.log A.trace ∧
      (signMean (fun z => Real.log (z ⬝ᵥ A *ᵥ z)) = Real.log A.trace ↔ A.IsDiag) := by
  have hsymm : A.IsSymm :=
    Matrix.IsSymm.ext fun i j => by simpa using hA.isHermitian.apply i j
  have hpos : ∀ s : n → Bool, 0 < signVec s ⬝ᵥ A *ᵥ signVec s := by
    intro s
    have hne : signVec s ≠ 0 := by
      intro h
      obtain ⟨i⟩ := ‹Nonempty n›
      have h1 := signVec_mul_self s i
      simp [h] at h1
    simpa only [star_trivial] using hA.dotProduct_mulVec_pos hne
  -- uncorrelated signs leave only the diagonal in the mean
  have hmean : (∑ s : n → Bool, signVec s ⬝ᵥ A *ᵥ signVec s)
      / (Fintype.card (n → Bool) : ℝ) = A.trace := by
    calc _ = ∑ i, ∑ j, A i j * signMean (fun z => z i * z j) := by
          simp only [signMean, dotProduct, Matrix.mulVec, Finset.mul_sum, Finset.sum_div]
          rw [Finset.sum_comm]
          refine Finset.sum_congr rfl fun i _ => ?_
          rw [Finset.sum_comm]
          refine Finset.sum_congr rfl fun j _ => Finset.sum_congr rfl fun s _ => ?_
          ring
      _ = A.trace := by simp [sign_correlation, Matrix.trace]
  have h := mean_log_le_log_mean (fun s : n → Bool => signVec s ⬝ᵥ A *ᵥ signVec s) hpos
  simp only [hmean] at h
  exact ⟨h.1, h.2.trans (exact_iff_isDiag A hsymm)⟩

/-- The Boltzmann operator of a real symmetric Hamiltonian is positive definite. -/
theorem boltzmann_posDef (β : ℝ) (H : Matrix n n ℝ) (hH : H.IsSymm) :
    (boltzmann β H).PosDef := by
  -- write the operator as the square of the one at half the inverse temperature
  obtain ⟨C, hC⟩ : ∃ C, C = (-β / 2) • H := ⟨_, rfl⟩
  have hsplit : -β • H = C + C := by
    rw [hC, ← add_smul]
    congr 1
    ring
  have hBB : boltzmann β H = NormedSpace.exp C * NormedSpace.exp C := by
    rw [boltzmann, hsplit, Matrix.exp_add_of_commute _ _ (Commute.refl C)]
  have hBt : (NormedSpace.exp C)ᵀ = NormedSpace.exp C := by
    rw [← Matrix.exp_transpose, hC, Matrix.transpose_smul, hH.eq]
  have hinv : NormedSpace.exp (-C) * NormedSpace.exp C = 1 := by
    rw [← Matrix.exp_add_of_commute _ _ (Commute.refl C).neg_left, neg_add_cancel,
      NormedSpace.exp_zero]
  rw [hBB, Matrix.posDef_iff_dotProduct_mulVec]
  refine ⟨?_, ?_⟩
  · rw [Matrix.IsHermitian, Matrix.conjTranspose_eq_transpose_of_trivial,
      Matrix.transpose_mul, hBt]
  · intro x hx
    have hy : NormedSpace.exp C *ᵥ x ≠ 0 := by
      intro h0
      apply hx
      calc x = (NormedSpace.exp (-C) * NormedSpace.exp C) *ᵥ x := by
            rw [hinv, Matrix.one_mulVec]
        _ = 0 := by rw [← Matrix.mulVec_mulVec, h0, Matrix.mulVec_zero]
    rw [star_trivial, ← Matrix.mulVec_mulVec, Matrix.dotProduct_mulVec,
      ← Matrix.mulVec_transpose, hBt]
    exact lt_of_le_of_ne (Finset.sum_nonneg fun i _ => mul_self_nonneg _)
      (fun h => hy (dotProduct_self_eq_zero.1 h.symm))

/-- For a real symmetric Hamiltonian and `β > 0`, the free energy estimated from one random sign
vector is on average at least the true one, with equality exactly when the Boltzmann operator
is diagonal. -/
theorem freeEnergy_le_mean [Nonempty n] (β : ℝ) (hβ : 0 < β) (H : Matrix n n ℝ)
    (hH : H.IsSymm) :
    freeEnergy β H ≤ signMean (fun z => -(1 / β) * Real.log (z ⬝ᵥ boltzmann β H *ᵥ z)) ∧
      (signMean (fun z => -(1 / β) * Real.log (z ⬝ᵥ boltzmann β H *ᵥ z)) = freeEnergy β H ↔
        (boltzmann β H).IsDiag) := by
  have h := mean_log_le_log_trace _ (boltzmann_posDef β H hH)
  have hc : -(1 / β) < 0 := neg_neg_of_pos (one_div_pos.2 hβ)
  have hlin : signMean (fun z => -(1 / β) * Real.log (z ⬝ᵥ boltzmann β H *ᵥ z))
      = -(1 / β) * signMean (fun z => Real.log (z ⬝ᵥ boltzmann β H *ᵥ z)) := by
    simp only [signMean, ← Finset.mul_sum, mul_div_assoc]
  rw [hlin, freeEnergy]
  exact ⟨mul_le_mul_of_nonpos_left h.1 hc.le, (mul_right_inj' hc.ne).trans h.2⟩

/-- For a two-level matrix with diagonal `a`, `c` and coupling `b`, where `2|b| < a + c`, the
logarithm of the trace exceeds the mean logarithm by `-½ log (1 - (2b/(a+c))²)`. -/
theorem two_level_bias (a b c : ℝ) (hb : 2 * |b| < a + c) :
    Real.log (!![a, b; b, c] : Matrix (Fin 2) (Fin 2) ℝ).trace
        - signMean (fun z => Real.log (z ⬝ᵥ !![a, b; b, c] *ᵥ z))
      = -(1 / 2) * Real.log (1 - (2 * b / (a + c)) ^ 2) := by
  have hp : 0 < a + c + 2 * b := by linarith [neg_abs_le b]
  have hm : 0 < a + c + -(2 * b) := by linarith [le_abs_self b]
  have ht : 0 < a + c := by linarith
  have hq : ∀ p q : Bool, signVec ((finTwoArrowEquiv Bool).symm (p, q)) ⬝ᵥ
      !![a, b; b, c] *ᵥ signVec ((finTwoArrowEquiv Bool).symm (p, q))
      = a + c + (if p = q then 2 * b else -(2 * b)) := by
    intro p q
    cases p <;> cases q <;>
      simp [signVec, finTwoArrowEquiv, dotProduct, Matrix.mulVec, Fin.sum_univ_two] <;> ring
  have hcard : (Fintype.card (Fin 2 → Bool) : ℝ) = 4 := by
    have h4 : Fintype.card (Fin 2 → Bool) = 4 := by simp
    exact_mod_cast h4
  -- the four sign vectors give at most two distinct values
  have hmean : signMean (fun z => Real.log (z ⬝ᵥ !![a, b; b, c] *ᵥ z))
      = (Real.log (a + c + 2 * b) + Real.log (a + c + -(2 * b))) / 2 := by
    unfold signMean
    rw [← (finTwoArrowEquiv Bool).symm.sum_comp, Fintype.sum_prod_type]
    simp only [Fintype.sum_bool, hq, hcard, reduceCtorEq, ↓reduceIte]
    ring
  have hfac : 1 - (2 * b / (a + c)) ^ 2
      = (a + c + 2 * b) * (a + c + -(2 * b)) / (a + c) ^ 2 := by
    rw [div_pow, eq_div_iff (pow_ne_zero 2 ht.ne'), sub_mul,
      div_mul_cancel₀ _ (pow_ne_zero 2 ht.ne')]
    ring
  rw [hmean, hfac, Real.log_div (mul_pos hp hm).ne' (pow_ne_zero 2 ht.ne'),
    Real.log_mul hp.ne' hm.ne', Real.log_pow, Matrix.trace_fin_two_of]
  push_cast
  ring

end

end StochasticTraceFreeEnergy
```

```lean
#print axioms StochasticTraceFreeEnergy.freeEnergy_le_mean
#print axioms StochasticTraceFreeEnergy.two_level_bias
```

```
'StochasticTraceFreeEnergy.freeEnergy_le_mean' depends on axioms: [propext, Classical.choice, Quot.sound]
'StochasticTraceFreeEnergy.two_level_bias' depends on axioms: [propext, Classical.choice, Quot.sound]
```

## An average over all signs, for real matrices

In the code, `n` is the finite set of basis labels, not its size. `signVec` turns bits into signs, and `signMean` is the full average over them. The vectors are unnormalised: `z ⬝ᵥ A *ᵥ z` is \(N\) times the expectation value in the normalised state \(z/\sqrt N\). `A.PosDef` includes symmetry for real matrices, and `A.IsDiag` says that all off-diagonal elements vanish. `boltzmann` is the matrix exponential, and `freeEnergy` is \(F\), with \(\beta\) in inverse energy units.

The theorems fix the sign of the offset in every finite dimension, but its size only for two levels. Complex Hamiltonians and other random vectors would need their own statements. Carrying the result over to a run assumes that the code draws its signs uniformly and applies \(e^{-\beta H}\) accurately; the scatter of a finite sample is a separate matter.
